# With a response matrix that annihilates only constant potentials, the constrained-DFT Hessian is negative definite exactly when no nonzero multipliers give a constant potential

In constrained DFT on a finite grid, take a symmetric, negative semidefinite density response matrix $X$ whose kernel consists of exactly the constant potentials. For weight vectors $w_1,\dots,w_k$, the Hessian $H_{IJ}=w_I\cdot Xw_J$ is then negative definite if and only if no nonzero coefficient vector $c$ makes $\sum_I c_I w_I$ constant.

I understand the physical idea: a constant shift of the potential moves no charge, so such a combination of constraints has no curvature. But semidefiniteness alone allows $v\cdot Xv=0$, and I would like to see exactly why that forces $v$ to be constant. I also want to know what happens when the fragment weights sum to one everywhere. Can the whole argument be made rigorous and checked in Lean 4 with Mathlib?

## Zero curvature means a constant potential

Yes. The constrained functional is

$$W(c)=\min_\Psi\Big[E[\Psi]+\sum_I c_I\,(w_I\cdot n-N_I)\Big],$$

where $\Psi$ runs over normalized states with a fixed number of electrons, $E[\Psi]$ is the energy, $n$ the density of $\Psi$ on the grid, $N_I$ the target population and $c_I$ the multiplier. Where the minimizing density is unique and varies smoothly with $c$, the gradient of $W$ is $w_I\cdot n-N_I$. If $X$ gives the first-order density change caused by a change of potential, differentiating once more gives $H_{IJ}=w_I\cdot Xw_J$.

For a change $c$ of the multipliers, write $v_c=\sum_J c_Jw_J$. Linearity gives

$$(Hc)_I=\sum_J (w_I\cdot Xw_J)\,c_J=w_I\cdot Xv_c,\qquad c\cdot Hc=\sum_I c_I\,w_I\cdot Xv_c=v_c\cdot Xv_c .$$

So the sign of $c\cdot Hc$ is the sign of the response form at one potential, $v_c$.

If a potential $v$ is constant, then $Xv=0$ and $v\cdot Xv=0$. For the converse, suppose $v\cdot Xv=0$ and set

$$u=Xv,\qquad \alpha=u\cdot u,\qquad \beta=u\cdot Xu\le 0 .$$

By symmetry, $v\cdot Xu=u\cdot Xv=\alpha$. Semidefiniteness applied to $sv+tu$ therefore gives, for all real $s$ and $t$,

$$0\ge (sv+tu)\cdot X(sv+tu)=2st\,\alpha+t^2\beta .$$

Choose $s=1-\beta$ and $t=\alpha$. The right-hand side becomes

$$2(1-\beta)\alpha^2+\alpha^2\beta=\alpha^2(2-\beta).$$

Since $2-\beta\ge 2$, this can be nonpositive only if $\alpha=0$. Hence $Xv=0$, and the kernel assumption makes $v$ constant. Thus $v\cdot Xv<0$ exactly when $v$ is not constant.

Applied to $v_c$, this says that $c\cdot Hc<0$ for every $c\ne0$ exactly when $v_c$ is nonconstant for every $c\ne0$. The matrix $H$ is symmetric because $X$ is, so this is the stated criterion.

The kernel of $H$ follows too. If $v_c$ is constant, then $Xv_c=0$ and $Hc=0$. If $Hc=0$, then $v_c\cdot Xv_c=c\cdot Hc=0$, so $v_c$ is constant. Negative definiteness is therefore equivalent to a trivial kernel, that is, to $\det H\ne0$.

With a single constraint, $H$ is the number $w_1\cdot Xw_1$, which is negative exactly when $w_1$ is not constant.

## Fragment weights that sum to one

Number the fragments $0,\dots,k$ and let $\sum_{I=0}^k w_I=1$ at every grid point. Equal multipliers then produce a constant potential, so $H(1,\dots,1)^{\mathsf T}=0$. Linear independence of the weights does not prevent this.

It does suffice once the constraint on fragment $0$ is left out. Suppose $\sum_{J=1}^k c_Jw_J$ has the constant value $a$. Since $a=a\sum_{I=0}^k w_I$ at every point,

$$-a\,w_0+\sum_{J=1}^k(c_J-a)\,w_J=0 .$$

Independence gives $a=0$ and then $c_J=0$ for every $J$. The reduced Hessian is negative definite.

For two fragments, $w_1=1-w_0$ gives $Xw_1=-Xw_0$. With $h=w_0\cdot Xw_0$,

$$H=h\begin{pmatrix}1&-1\\-1&1\end{pmatrix}.$$

Leaving out one constraint leaves the number $h$, which is negative when $w_0$ is not constant.

In a calculation, a Newton update of the multipliers solves $H\,\delta c=-g$, where $g_I=w_I\cdot n-N_I$. For a finite-grid response with the assumed kernel, the criterion decides whether this linear system has a unique solution. If all fragments of a partition are constrained, a code can fix one multiplier at zero and remove its row and column. The targets must still add up to the electron number, since the omitted population is whatever the others leave over.

## The Lean development

```lean
import Mathlib

open Matrix

namespace ConstrainedDFTHessian

noncomputable section

/-- A potential on the grid is uniform if it takes the same value at every point. -/
def IsUniform {ι : Type*} (v : ι → ℝ) : Prop := ∃ a : ℝ, v = fun _ => a

/-- A response matrix on the grid: symmetric, negative semidefinite, and annihilating
exactly the uniform potentials. -/
structure IsResponse {ι : Type*} [Fintype ι] (X : Matrix ι ι ℝ) : Prop where
  symmetric : Xᵀ = X
  nonpos : ∀ v : ι → ℝ, v ⬝ᵥ X *ᵥ v ≤ 0
  ker : ∀ v : ι → ℝ, X *ᵥ v = 0 ↔ IsUniform v

/-- The constraint potential `∑ c_I w_I` built from multipliers `c` and weights `w`. -/
def constraintPotential {ι κ : Type*} [Fintype κ] (w : κ → ι → ℝ) (c : κ → ℝ) : ι → ℝ :=
  ∑ I, c I • w I

/-- The Hessian with respect to the multipliers, with entries `w_I · X w_J`. -/
def hessian {ι κ : Type*} [Fintype ι] (X : Matrix ι ι ℝ) (w : κ → ι → ℝ) :
    Matrix κ κ ℝ :=
  Matrix.of fun I J => w I ⬝ᵥ X *ᵥ w J

/-- A real matrix is negative definite if it is symmetric and its quadratic form is
negative on every nonzero vector. -/
def NegDef {κ : Type*} [Fintype κ] (H : Matrix κ κ ℝ) : Prop :=
  Hᵀ = H ∧ ∀ c : κ → ℝ, c ≠ 0 → c ⬝ᵥ H *ᵥ c < 0

variable {ι κ : Type*} [Fintype ι] [Fintype κ] {X : Matrix ι ι ℝ}

/-- Reciprocity: the response form is unchanged when its two potentials are exchanged. -/
theorem IsResponse.reciprocity (hX : IsResponse X) (x y : ι → ℝ) :
    x ⬝ᵥ X *ᵥ y = y ⬝ᵥ X *ᵥ x := by
  rw [Matrix.dotProduct_mulVec, ← Matrix.mulVec_transpose, hX.symmetric, dotProduct_comm]

/-- The response form `v · X v` is strictly negative exactly when the potential is not uniform. -/
theorem IsResponse.neg_iff (hX : IsResponse X) (v : ι → ℝ) :
    v ⬝ᵥ X *ᵥ v < 0 ↔ ¬ IsUniform v := by
  constructor
  · intro h hu
    rw [(hX.ker v).2 hu, dotProduct_zero] at h
    exact lt_irrefl _ h
  · intro hu
    refine lt_of_le_of_ne (hX.nonpos v) fun hv => hu ((hX.ker v).1 ?_)
    -- semidefiniteness tested on combinations of `v` and `X v`
    have key : ∀ s t : ℝ, 2 * s * t * (X *ᵥ v ⬝ᵥ X *ᵥ v)
        + t ^ 2 * (X *ᵥ v ⬝ᵥ X *ᵥ (X *ᵥ v)) ≤ 0 := by
      intro s t
      have h := hX.nonpos (s • v + t • (X *ᵥ v))
      simp only [Matrix.mulVec_add, Matrix.mulVec_smul, add_dotProduct, dotProduct_add,
        smul_dotProduct, dotProduct_smul, smul_eq_mul] at h
      rw [hX.reciprocity v (X *ᵥ v), hv] at h
      linarith
    have hb := hX.nonpos (X *ᵥ v)
    have h := key (1 - X *ᵥ v ⬝ᵥ X *ᵥ (X *ᵥ v)) (X *ᵥ v ⬝ᵥ X *ᵥ v)
    apply dotProduct_self_eq_zero.1
    generalize X *ᵥ v ⬝ᵥ X *ᵥ (X *ᵥ v) = b at h hb
    generalize X *ᵥ v ⬝ᵥ X *ᵥ v = a at h ⊢
    have ha : a ^ 2 ≤ 0 := by
      nlinarith [mul_nonneg (sq_nonneg a) (neg_nonneg.2 hb)]
    exact pow_eq_zero_iff (two_ne_zero) |>.1 (le_antisymm ha (sq_nonneg a))

/-- The Hessian applied to a change of multipliers gives the response of each constrained
population to the combined constraint potential. -/
theorem hessian_mulVec (X : Matrix ι ι ℝ) (w : κ → ι → ℝ) (c : κ → ℝ) :
    hessian X w *ᵥ c = fun I => w I ⬝ᵥ X *ᵥ constraintPotential w c := by
  funext I
  have h : X *ᵥ constraintPotential w c = ∑ J, c J • (X *ᵥ w J) := by
    unfold constraintPotential
    rw [← Matrix.mulVecLin_apply, map_sum]
    simp only [map_smul, Matrix.mulVecLin_apply]
  rw [h, dotProduct_sum]
  simp only [dotProduct_smul, smul_eq_mul]
  exact Finset.sum_congr rfl fun J _ => mul_comm _ _

/-- The quadratic form of the Hessian is the response form of the constraint potential. -/
theorem hessian_quadratic (X : Matrix ι ι ℝ) (w : κ → ι → ℝ) (c : κ → ℝ) :
    c ⬝ᵥ hessian X w *ᵥ c
      = constraintPotential w c ⬝ᵥ X *ᵥ constraintPotential w c := by
  rw [hessian_mulVec]
  generalize X *ᵥ constraintPotential w c = u
  unfold constraintPotential
  rw [sum_dotProduct]
  simp only [smul_dotProduct, smul_eq_mul]
  rfl

/-- The constrained-DFT Hessian is negative definite if and only if no nonzero set of
multipliers produces a uniform constraint potential. -/
theorem hessian_negDef_iff (hX : IsResponse X) (w : κ → ι → ℝ) :
    NegDef (hessian X w) ↔
      ∀ c : κ → ℝ, c ≠ 0 → ¬ IsUniform (constraintPotential w c) := by
  constructor
  · intro h c hc
    rw [← hX.neg_iff, ← hessian_quadratic]
    exact h.2 c hc
  · intro h
    refine ⟨?_, fun c hc => ?_⟩
    · ext I J
      exact hX.reciprocity (w J) (w I)
    · rw [hessian_quadratic, hX.neg_iff]
      exact h c hc

/-- The Hessian annihilates exactly those changes of the multipliers whose constraint
potential is uniform. -/
theorem hessian_kernel (hX : IsResponse X) (w : κ → ι → ℝ) (c : κ → ℝ) :
    hessian X w *ᵥ c = 0 ↔ IsUniform (constraintPotential w c) := by
  constructor
  · intro h
    by_contra hu
    have hlt := (hX.neg_iff _).2 hu
    rw [← hessian_quadratic, h, dotProduct_zero] at hlt
    exact lt_irrefl _ hlt
  · intro hu
    rw [hessian_mulVec, (hX.ker _).2 hu]
    funext I
    exact dotProduct_zero _

/-- The Hessian is negative definite if and only if its determinant is nonzero. -/
theorem hessian_negDef_iff_det_ne_zero [DecidableEq κ] (hX : IsResponse X)
    (w : κ → ι → ℝ) : NegDef (hessian X w) ↔ (hessian X w).det ≠ 0 := by
  rw [hessian_negDef_iff hX, ne_eq, ← Matrix.exists_mulVec_eq_zero_iff]
  constructor
  · rintro h ⟨c, hc, h0⟩
    exact h c hc ((hessian_kernel hX w c).1 h0)
  · intro h c hc hu
    exact h ⟨c, hc, (hessian_kernel hX w c).2 hu⟩

/-- If the fragment weights sum to one at every grid point, the Hessian annihilates the
vector of equal multipliers. -/
theorem hessian_partition_of_unity (hX : IsResponse X) (w : κ → ι → ℝ)
    (hw : ∑ I, w I = fun _ => 1) : hessian X w *ᵥ (fun _ => 1) = 0 := by
  refine (hessian_kernel hX w _).2 ⟨1, ?_⟩
  simpa only [constraintPotential, one_smul] using hw

/-- For linearly independent fragment weights that sum to one at every grid point, leaving
out the constraint on the first fragment makes the Hessian negative definite. -/
theorem hessian_negDef_drop_one {k : ℕ} (hX : IsResponse X) (w : Fin (k + 1) → ι → ℝ)
    (hli : LinearIndependent ℝ w) (hw : ∑ I, w I = fun _ => 1) :
    NegDef (hessian X fun J : Fin k => w J.succ) := by
  refine (hessian_negDef_iff hX _).2 ?_
  rintro c hc ⟨a, ha⟩
  unfold constraintPotential at ha
  have h1 : ∑ J : Fin k, w J.succ = (fun _ => 1) - w 0 := by
    rw [Fin.sum_univ_succ] at hw
    rw [← hw]
    abel
  -- a uniform potential `a` equals `a ∑ w_I`, which gives a linear relation
  have h0 : ∑ I, (Fin.cons (-a) (fun J => c J - a) : Fin (k + 1) → ℝ) I • w I = 0 := by
    rw [Fin.sum_univ_succ]
    simp only [Fin.cons_zero, Fin.cons_succ, sub_smul, Finset.sum_sub_distrib,
      ← Finset.smul_sum]
    rw [ha, h1]
    ext i
    simp only [Pi.add_apply, Pi.sub_apply, Pi.smul_apply, smul_eq_mul, Pi.zero_apply]
    ring
  have hz := Fintype.linearIndependent_iff.1 hli _ h0
  have e0 : -a = 0 := hz 0
  apply hc
  funext J
  have eJ : c J - a = 0 := hz J.succ
  change c J = 0
  linarith

/-- A model response matrix on three sites in a row, coupling only nearest neighbours. -/
def chainResponse : Matrix (Fin 3) (Fin 3) ℝ := !![-1, 1, 0; 1, -2, 1; 0, 1, -1]

/-- The weight of each site of the chain: one on that site and zero on the others. -/
def siteWeight : Fin 3 → Fin 3 → ℝ := fun I i => if I = i then 1 else 0

/-- The matrix `chainResponse` is a response matrix in the above sense, and the site weights are
linearly independent and sum to one at every site. -/
theorem chainResponse_witness : IsResponse chainResponse ∧
    LinearIndependent ℝ siteWeight ∧ ∑ I, siteWeight I = fun _ => 1 := by
  refine ⟨⟨?_, fun v => ?_, fun v => ⟨fun h => ?_, ?_⟩⟩, ?_, ?_⟩
  · ext i j
    fin_cases i <;> fin_cases j <;> simp [chainResponse]
  · have h : v ⬝ᵥ chainResponse *ᵥ v = -(v 0 - v 1) ^ 2 - (v 1 - v 2) ^ 2 := by
      simp [chainResponse, Matrix.mulVec, dotProduct, Fin.sum_univ_three]
      ring
    rw [h]
    nlinarith [sq_nonneg (v 0 - v 1), sq_nonneg (v 1 - v 2)]
  · have h0 := congrFun h 0
    have h2 := congrFun h 2
    simp [chainResponse, Matrix.mulVec, dotProduct, Fin.sum_univ_three] at h0 h2
    refine ⟨v 1, ?_⟩
    ext i
    fin_cases i <;> simp <;> linarith
  · rintro ⟨a, rfl⟩
    ext i
    fin_cases i <;>
      simp [chainResponse, Matrix.mulVec, dotProduct, Fin.sum_univ_three]
    ring
  · refine Fintype.linearIndependent_iff.2 fun g hg I => ?_
    have h := congrFun hg I
    simpa [siteWeight, Finset.sum_apply] using h
  · ext i
    simp [siteWeight, Finset.sum_apply]

end

end ConstrainedDFTHessian
```

```lean
#print axioms ConstrainedDFTHessian.hessian_negDef_iff
-- 'ConstrainedDFTHessian.hessian_negDef_iff' depends on axioms: [propext, Classical.choice, Quot.sound]
#print axioms ConstrainedDFTHessian.hessian_negDef_iff_det_ne_zero
-- 'ConstrainedDFTHessian.hessian_negDef_iff_det_ne_zero' depends on axioms: [propext, Classical.choice, Quot.sound]
#print axioms ConstrainedDFTHessian.hessian_partition_of_unity
-- 'ConstrainedDFTHessian.hessian_partition_of_unity' depends on axioms: [propext, Classical.choice, Quot.sound]
#print axioms ConstrainedDFTHessian.hessian_negDef_drop_one
-- 'ConstrainedDFTHessian.hessian_negDef_drop_one' depends on axioms: [propext, Classical.choice, Quot.sound]
```

## What the Lean objects stand for

The finite type `ι` is the grid and `κ` labels the constraints. Potentials and weights are real functions on `ι`. The operations `⬝ᵥ` and `*ᵥ` are the dot product and the matrix-vector product. The dot product carries no volume element, so quadrature factors belong in $X$, one for each of its two grid indices.

`IsUniform v` says that `v` takes one value everywhere. `IsResponse X` collects three assumptions:

- `symmetric` is reciprocity. It reflects that $X$ is the second derivative of the ground-state energy with respect to the potential.
- `nonpos` is negative semidefiniteness. It reflects the concavity of that energy, which is a minimum of expressions linear in the potential.
- `ker` says that the density is unchanged to first order exactly under constant shifts. One direction stands for a fixed particle number; the other says that every nonconstant potential moves some charge.

The second half of `ker` is a real restriction. Two disconnected fragments with separately fixed electron numbers violate it, because different constants on the two fragments move no charge. So does a spin-resolved grid with separately fixed numbers of up and down electrons. A fixed orbital basis can violate it too: when the grid points far outnumber the products of occupied and virtual orbitals, some nonconstant potentials leave the density unchanged to first order.

`constraintPotential w c` is $v_c$, and `hessian X w` is the matrix $H$. `NegDef` requires both symmetry and a strictly negative quadratic form on nonzero vectors. The main theorem, `hessian_negDef_iff`, is the criterion for an arbitrary finite set of constraints. `hessian_kernel` identifies the null vectors, and `hessian_negDef_iff_det_ne_zero` gives the determinant test.

`hessian_partition_of_unity` treats a complete set of fragment weights. `hessian_negDef_drop_one` treats `k + 1` linearly independent ones with the weight `w 0` omitted; the remaining weights are `w J.succ`. Neither theorem requires the weights to be nonnegative.

The development starts from the matrix $X$ and the formula for $H$. It does not derive them from a density functional, and it does not treat the continuum limit or the convergence of a Newton iteration.

The matrix `chainResponse` is a concrete three-site instance, chosen for illustration and not computed from a Hamiltonian, with

$$v\cdot Xv=-(v_0-v_1)^2-(v_1-v_2)^2 .$$

`chainResponse_witness` proves that it satisfies `IsResponse`, and that the site weights are linearly independent and sum to one. For these weights $H$ is $X$ itself, and omitting site $0$ leaves

$$\begin{pmatrix}-2&1\\1&-1\end{pmatrix},$$

whose quadratic form is $-c_1^2-(c_1-c_2)^2$.

## How the proof follows the algebra

`IsResponse.reciprocity` moves $X$ from one side of the dot product to the other by using its symmetry. `IsResponse.neg_iff` contains the argument about zero curvature. Its inner statement `key` is the inequality $2st\,\alpha+t^2\beta\le0$, obtained by expanding `hX.nonpos` at $sv+tu$. The proof then inserts $s=1-\beta$ and $t=\alpha$. In the code, $\alpha$ and $\beta$ are called `a` and `b`, and `nlinarith` derives $\alpha^2\le0$ from the product $\alpha^2(-\beta)\ge0$.

`hessian_mulVec` proves $(Hc)_I=w_I\cdot Xv_c$ by taking $X$ through the finite sum. `hessian_quadratic` contracts this with $c$. In `hessian_negDef_iff`, both directions rewrite the quadratic form with that identity and apply `neg_iff`; reciprocity supplies the symmetry of $H$.

In `hessian_kernel`, a null vector with a nonconstant potential would make $0<0$, while a constant potential gives zero directly. The determinant theorem combines this with Mathlib's `Matrix.exists_mulVec_eq_zero_iff`, which says that a square matrix has a nonzero null vector exactly when its determinant vanishes.

For the partition of unity, `hessian_kernel` is applied to equal multipliers. In `hessian_negDef_drop_one`, `Fin.cons (-a) (fun J => c J - a)` is the coefficient list of the linear relation derived above. The statement `h0` verifies that relation, and linear independence sets each coefficient to zero: `e0` gives $a=0$, and `eJ` then gives $c_J=0$.

For the chain, the quadratic form is rewritten as the two negative squares. The first and last components of $Xv=0$ give $v_0=v_1$ and $v_1=v_2$, so the kernel contains only constant potentials. Evaluating a vanishing combination of site weights at each site shows that its coefficients are all zero.
